# On a Finite Graph, Site Divergences Fix Every Bond Current Exactly When the Graph Has No Cycles

A unit current circulating around a triangle brings as much into each site as it takes out, so its divergences are all zero, the same as for no current at all. Remove one bond and the ambiguity is gone: in the remaining chain of three sites, the divergence at each end is the current on the only bond there.

```lean
import Mathlib

open SimpleGraph

namespace BondCurrentUniqueness

noncomputable section

variable {V : Type*} {G : SimpleGraph V}

/-- A bond current on the graph `G`: a real antisymmetric function of two sites that vanishes
unless the sites are joined by a bond. -/
structure IsBondCurrent (G : SimpleGraph V) (J : V → V → ℝ) : Prop where
  antisymm : ∀ x y, J x y = -J y x
  support : ∀ x y, ¬G.Adj x y → J x y = 0

/-- The divergence of `J` at the site `x`: the total current leaving `x`. -/
def divergence [Fintype V] (J : V → V → ℝ) (x : V) : ℝ := ∑ y, J x y

/-- The unit current from `a` to `b`, as an antisymmetric function of two sites. -/
def unitCurrent [DecidableEq V] (a b x y : V) : ℝ :=
  (if x = a then 1 else 0) * (if y = b then 1 else 0) -
    (if x = b then 1 else 0) * (if y = a then 1 else 0)

/-- The current of a walk: the sum of the unit currents along its steps. -/
def walkCurrent [DecidableEq V] {u v : V} (w : G.Walk u v) (x y : V) : ℝ :=
  (w.darts.map fun d => unitCurrent d.fst d.snd x y).sum

private lemma walkCurrent_cons [DecidableEq V] {a b v : V} (h : G.Adj a b) (p : G.Walk b v)
    (x y : V) :
    walkCurrent (Walk.cons h p) x y = unitCurrent a b x y + walkCurrent p x y := by
  simp [walkCurrent]

private lemma unitCurrent_eq_zero [DecidableEq V] {a b x y : V} (h : s(x, y) ≠ s(a, b)) :
    unitCurrent a b x y = 0 := by
  rw [Ne, Sym2.eq_iff, not_or] at h
  unfold unitCurrent
  rcases not_and_or.mp h.1 with p | p <;> rcases not_and_or.mp h.2 with q | q <;> simp [p, q]

private lemma walkCurrent_eq_zero [DecidableEq V] {u v x y : V} (w : G.Walk u v)
    (hxy : s(x, y) ∉ w.edges) : walkCurrent w x y = 0 := by
  induction w with
  | nil => simp [walkCurrent]
  | cons h p ih =>
    rw [Walk.edges_cons, List.mem_cons, not_or] at hxy
    rw [walkCurrent_cons, unitCurrent_eq_zero hxy.1, ih hxy.2, add_zero]

/-- The current of a walk is a bond current. -/
theorem walkCurrent_isBondCurrent [DecidableEq V] {u v : V} (w : G.Walk u v) :
    IsBondCurrent G (walkCurrent w) := by
  induction w with
  | nil => exact ⟨by simp [walkCurrent], by simp [walkCurrent]⟩
  | @cons a b c h p ih =>
    refine ⟨fun x y => ?_, fun x y hxy => ?_⟩
    · rw [walkCurrent_cons, walkCurrent_cons, ih.antisymm x y]
      unfold unitCurrent
      ring
    · have hne : s(x, y) ≠ s(a, b) := by
        intro e
        rcases Sym2.eq_iff.mp e with ⟨h1, h2⟩ | ⟨h1, h2⟩
        · exact hxy (by rw [h1, h2]; exact h)
        · exact hxy (by rw [h1, h2]; exact h.symm)
      rw [walkCurrent_cons, unitCurrent_eq_zero hne, ih.support x y hxy, add_zero]

/-- The current of a walk has a unit source at its start and a unit sink at its end; the two
cancel if the walk is closed. -/
theorem divergence_walkCurrent [Fintype V] [DecidableEq V] {u v : V} (w : G.Walk u v) (x : V) :
    divergence (walkCurrent w) x = (if x = u then 1 else 0) - (if x = v then 1 else 0) := by
  induction w with
  | nil => simp [divergence, walkCurrent]
  | @cons a b c h p ih =>
    have hsplit : divergence (walkCurrent (Walk.cons h p)) x
        = ∑ y, unitCurrent a b x y + divergence (walkCurrent p) x := by
      simp only [divergence, walkCurrent_cons, Finset.sum_add_distrib]
    have hu : ∑ y, unitCurrent a b x y
        = (if x = a then 1 else 0) - (if x = b then 1 else 0) := by
      simp only [unitCurrent, Finset.sum_sub_distrib, ← Finset.mul_sum, Finset.sum_ite_eq',
        Finset.mem_univ, if_true, mul_one]
    rw [hsplit, hu, ih]
    ring

/-- If a walk uses no bond twice, its current has magnitude one on each bond it uses. -/
theorem abs_walkCurrent_eq_one [DecidableEq V] {u v x y : V} (w : G.Walk u v)
    (hw : w.edges.Nodup) (hxy : s(x, y) ∈ w.edges) : |walkCurrent w x y| = 1 := by
  induction w with
  | nil => simp at hxy
  | @cons a b c h p ih =>
    rw [Walk.edges_cons, List.nodup_cons] at hw
    rw [Walk.edges_cons, List.mem_cons] at hxy
    rw [walkCurrent_cons]
    by_cases e : s(x, y) = s(a, b)
    · -- the first step uses this bond, the rest of the walk does not
      rw [walkCurrent_eq_zero p (by rw [e]; exact hw.1), add_zero]
      rcases Sym2.eq_iff.mp e with ⟨h1, h2⟩ | ⟨h1, h2⟩ <;>
        simp [unitCurrent, h1, h2, h.ne, h.ne']
    · rw [unitCurrent_eq_zero e, zero_add]
      exact ih hw.2 (hxy.resolve_left e)

/-- Every cycle carries a nonzero divergence-free bond current, namely its own walk current. -/
theorem cycle_carries_current [Fintype V] [DecidableEq V] {u : V} (c : G.Walk u u)
    (hc : c.IsCycle) :
    IsBondCurrent G (walkCurrent c) ∧ (∀ x, divergence (walkCurrent c) x = 0) ∧
      walkCurrent c ≠ 0 := by
  refine ⟨walkCurrent_isBondCurrent c, fun x => by rw [divergence_walkCurrent, sub_self], ?_⟩
  intro h0
  cases c with
  | nil => exact hc.ne_nil rfl
  | @cons _ b _ h p =>
    have h1 := abs_walkCurrent_eq_one (x := u) (y := b) (Walk.cons h p) hc.edges_nodup (by simp)
    rw [h0] at h1
    simp at h1

/-- Discrete Gauss law: the total divergence of a bond current in a region `S` is the current
flowing out of `S`. -/
theorem sum_divergence_eq_outflow [Fintype V] [DecidableEq V] {J : V → V → ℝ}
    (hJ : IsBondCurrent G J) (S : Finset V) :
    ∑ x ∈ S, divergence J x = ∑ x ∈ S, ∑ y ∈ Sᶜ, J x y := by
  -- currents inside the region cancel in pairs
  have hin : ∑ x ∈ S, ∑ y ∈ S, J x y = 0 := by
    have h : ∑ x ∈ S, ∑ y ∈ S, J x y = -∑ x ∈ S, ∑ y ∈ S, J x y := by
      calc ∑ x ∈ S, ∑ y ∈ S, J x y = ∑ x ∈ S, ∑ y ∈ S, J y x := Finset.sum_comm
        _ = ∑ x ∈ S, ∑ y ∈ S, -J x y :=
          Finset.sum_congr rfl fun x _ => Finset.sum_congr rfl fun y _ => hJ.antisymm y x
        _ = -∑ x ∈ S, ∑ y ∈ S, J x y := by simp only [Finset.sum_neg_distrib]
    linarith
  have hsplit : ∀ x, divergence J x = ∑ y ∈ S, J x y + ∑ y ∈ Sᶜ, J x y :=
    fun x => (Finset.sum_add_sum_compl S (J x)).symm
  simp only [hsplit, Finset.sum_add_distrib, hin, zero_add]

/-- If no bond other than the one from `x` in `S` to `y` outside `S` leaves the region `S`, the
current from `x` to `y` is the total divergence in `S`. -/
theorem current_eq_sum_divergence [Fintype V] {J : V → V → ℝ} (hJ : IsBondCurrent G J)
    {S : Finset V} {x y : V} (hx : x ∈ S) (hy : y ∉ S)
    (hcut : ∀ a ∈ S, ∀ b, b ∉ S → G.Adj a b → a = x ∧ b = y) :
    J x y = ∑ z ∈ S, divergence J z := by
  classical
  have hz : ∀ a ∈ S, ∀ b ∈ Sᶜ, ¬(a = x ∧ b = y) → J a b = 0 := fun a ha b hb hne =>
    hJ.support a b fun hab => hne (hcut a ha b (Finset.mem_compl.mp hb) hab)
  symm
  calc ∑ z ∈ S, divergence J z = ∑ a ∈ S, ∑ b ∈ Sᶜ, J a b := sum_divergence_eq_outflow hJ S
    _ = ∑ b ∈ Sᶜ, J x b := Finset.sum_eq_single_of_mem x hx fun a ha hne =>
        Finset.sum_eq_zero fun b hb => hz a ha b hb fun h => hne h.1
    _ = J x y := Finset.sum_eq_single_of_mem y (Finset.mem_compl.mpr hy) fun b hb hne =>
        hz x hx b hb fun h => hne h.2

private lemma exists_cut [Fintype V] {x y : V} (hxy : G.Adj x y)
    (h : ∀ (u : V) (c : G.Walk u u), c.IsCycle → s(x, y) ∉ c.edges) :
    ∃ S : Finset V, x ∈ S ∧ y ∉ S ∧ ∀ a ∈ S, ∀ b, b ∉ S → G.Adj a b → a = x ∧ b = y := by
  classical
  -- the sites that can be reached from `x` without using the bond `xy`
  obtain ⟨S, hS⟩ : ∃ S : Finset V, ∀ z, z ∈ S ↔ ∃ p : G.Walk x z, s(x, y) ∉ p.edges :=
    ⟨Finset.univ.filter fun z => ∃ p : G.Walk x z, s(x, y) ∉ p.edges, fun z => by simp⟩
  have hx : x ∈ S := (hS x).mpr ⟨Walk.nil, by simp⟩
  refine ⟨S, hx, fun hy => ?_, fun a ha b hb hab => ?_⟩
  · -- a detour from `x` to `y` would close to a cycle through the bond
    obtain ⟨p, hp⟩ := (hS y).mp hy
    refine h y (Walk.cons hxy.symm p.bypass)
      ((Walk.cons_isCycle_iff _ _).mpr ⟨p.bypass_isPath, fun hm => ?_⟩) ?_
    · rw [Sym2.eq_swap] at hm
      exact hp (p.edges_bypass_subset_edges hm)
    · rw [Walk.edges_cons]
      exact List.mem_cons.mpr (Or.inl Sym2.eq_swap)
  · obtain ⟨p, hp⟩ := (hS a).mp ha
    have e : s(x, y) = s(a, b) := by
      by_contra e
      refine hb ((hS b).mpr ⟨p.concat hab, ?_⟩)
      simp only [Walk.edges_concat, List.concat_eq_append, List.mem_append,
        List.mem_singleton, not_or]
      exact ⟨hp, e⟩
    rcases Sym2.eq_iff.mp e with ⟨h1, h2⟩ | ⟨h1, _⟩
    · exact ⟨h1.symm, h2.symm⟩
    · exact absurd (h1 ▸ hx) hb

/-- On a finite graph, the divergences determine the current between the sites `x` and `y` if and
only if no cycle passes through the bond `xy`. -/
theorem current_determined_iff [Fintype V] (x y : V) :
    (∀ J K : V → V → ℝ, IsBondCurrent G J → IsBondCurrent G K →
      (∀ z, divergence J z = divergence K z) → J x y = K x y) ↔
    ∀ (u : V) (c : G.Walk u u), c.IsCycle → s(x, y) ∉ c.edges := by
  classical
  constructor
  · intro h u c hc hmem
    have h1 := abs_walkCurrent_eq_one c hc.edges_nodup hmem
    have h0 := h (walkCurrent c) 0 (walkCurrent_isBondCurrent c) ⟨by simp, by simp⟩
      (fun z => by rw [divergence_walkCurrent]; simp [divergence])
    rw [h0] at h1
    simp at h1
  · intro h J K hJ hK hd
    by_cases hxy : G.Adj x y
    · obtain ⟨S, hx, hy, hcut⟩ := exists_cut hxy h
      rw [current_eq_sum_divergence hJ hx hy hcut, current_eq_sum_divergence hK hx hy hcut]
      exact Finset.sum_congr rfl fun z _ => hd z
    · rw [hJ.support x y hxy, hK.support x y hxy]

/-- On a finite graph, bond currents are uniquely determined by their divergences if and only if
the graph is acyclic. -/
theorem currents_unique_iff_isAcyclic [Fintype V] (G : SimpleGraph V) :
    (∀ J K : V → V → ℝ, IsBondCurrent G J → IsBondCurrent G K →
      (∀ z, divergence J z = divergence K z) → J = K) ↔ G.IsAcyclic := by
  classical
  constructor
  · intro h u c hc
    obtain ⟨hb, hd, hne⟩ := cycle_carries_current c hc
    exact hne (h _ 0 hb ⟨by simp, by simp⟩ fun z => by rw [hd z]; simp [divergence])
  · intro h J K hJ hK hd
    funext x y
    exact (current_determined_iff x y).mpr (fun u c hc => absurd hc (h c)) J K hJ hK hd

end

end BondCurrentUniqueness
```

```lean
#print axioms BondCurrentUniqueness.cycle_carries_current
-- 'BondCurrentUniqueness.cycle_carries_current' depends on axioms: [propext, Classical.choice, Quot.sound]
#print axioms BondCurrentUniqueness.currents_unique_iff_isAcyclic
-- 'BondCurrentUniqueness.currents_unique_iff_isAcyclic' depends on axioms: [propext, Classical.choice, Quot.sound]
```

## What charge balance leaves open

Suppose we know, for every site of a network, the net rate at which charge leaves it along the bonds. Do these rates tell us the current on each bond? The answer depends only on the cycles of the network.

A current is described by a real number J(x,y) for each ordered pair of sites, counted positive when it runs from x to y. `IsBondCurrent G J` imposes two conditions:

J(x,y) = −J(y,x)

J(x,y) = 0 if x and y are not joined by a bond.

The bonds are the edges of the graph `G`, a `SimpleGraph` on the set of sites `V`. There is at most one bond between two sites and none from a site to itself. The divergence is the net outflow from a site,

div J(x) = Σ_y J(x,y),

and `Fintype V` makes the number of sites finite.

The global theorem, `currents_unique_iff_isAcyclic`, says that any two bond currents with equal divergences at all sites coincide if and only if `G` is acyclic. An acyclic graph need not be connected, so several separate trees are allowed. The local theorem, `current_determined_iff`, is sharper: the divergences determine J(x,y) if and only if no cycle passes through the bond xy. A graph with cycles can therefore still have bonds whose currents are fixed. The local theorem also admits pairs that are not bonds, where every current is zero and no cycle can pass.

Both theorems concern uniqueness. They do not say which prescribed divergences can be realised by a current.

## Currents in a tight-binding model

In a finite, isolated, non-interacting tight-binding model with orthonormal site orbitals and hopping only along the bonds, the expected occupation n_x of site x obeys

dn_x/dt = −Σ_y J(x,y),

where J(x,y) is the expected particle current from x to y. In a simulation of such a model, the rates of change of the occupations thus determine the current on each bond that lies on no cycle. In a stationary state of the isolated model all divergences vanish, so a tree carries no bond currents, while a ring may carry a circulating one.

Two facts about the model link it to the theorems: its particle current satisfies the two conditions on a bond current, and the continuity equation above identifies the divergences with the rates at which the occupations fall. The Lean file contains no Hamiltonian and no quantum state; it starts from a real function J with the two properties above.

## A cycle carries a current that no divergence sees

Write δ(x,a) for 1 if x = a and 0 otherwise. The unit current from a to b is

U_ab(x,y) = δ(x,a) δ(y,b) − δ(x,b) δ(y,a).

This is `unitCurrent a b x y`. Summing over y gives its divergence,

Σ_y U_ab(x,y) = δ(x,a) − δ(x,b),

a source at a and a sink at b. For a walk v₀, v₁, …, v_n along bonds, `walkCurrent` adds the unit currents of its steps, which Lean lists as `w.darts`. The divergences telescope:

Σ_i [δ(x,v_i) − δ(x,v_{i+1})] = δ(x,v₀) − δ(x,v_n), with i = 0, …, n−1.

If the walk is closed, v₀ = v_n and the divergence vanishes everywhere. Lean proves this in `divergence_walkCurrent` by induction on the walk: `walkCurrent_cons` splits off the first step, and `ring` cancels the source and sink at the intermediate site. The same induction shows in `walkCurrent_isBondCurrent` that the walk current is antisymmetric and vanishes off the bonds.

The current must also be shown to be nonzero. This can fail for a closed walk in general: going from a to b and straight back gives zero. If no bond is used twice, however, each bond on the walk receives exactly one contribution, either +1 or −1. This is `abs_walkCurrent_eq_one`. Its induction distinguishes two cases. If the first step uses the bond xy, the rest of the walk does not, and `walkCurrent_eq_zero` removes the remainder. Otherwise the first step contributes nothing, and the claim passes to the rest. In the code, `s(x, y)` denotes the unordered pair, so the bond is the same in both directions.

A cycle repeats no bond and has at least one, so its walk current is nonzero and divergence-free. `cycle_carries_current` states this, using the first bond of the cycle to exclude the zero current.

## A region with one exit fixes the current through it

For the other direction, take a set S of sites and add up the divergences inside it. Splitting the sum over y into sites inside and outside S gives

Σ_{x∈S} div J(x) = Σ_{x∈S} Σ_{y∈S} J(x,y) + Σ_{x∈S} Σ_{y∉S} J(x,y).

Call the first double sum A. Exchanging the names x and y and using antisymmetry gives A = −A, hence A = 0. What remains is the discrete Gauss law, `sum_divergence_eq_outflow`: the total divergence in S equals the current flowing out of S. In Lean the exchange is `Finset.sum_comm`, and `linarith` draws the conclusion A = 0.

Now suppose that the only bond leaving S runs from x in S to y outside. All other terms of the outflow vanish, and

J(x,y) = Σ_{z∈S} div J(z).

This is `current_eq_sum_divergence`. The formula gives the current explicitly in terms of the divergences. In the chain 1–2–3, the region S = {1} gives J(1,2) = div J(1), and S = {1,2} gives J(2,3) = div J(1) + div J(2).

## Without a cycle through the bond, such a region exists

Let xy be a bond through which no cycle passes, and let S be the set of sites that can be reached from x without using this bond. The lemma `exists_cut` checks the three properties required.

First, x is in S, by the walk of length zero.

Second, y is not in S. Otherwise some walk from x to y would avoid the bond. Cutting out its detours leaves a path that visits no site twice and still avoids the bond. Closing it with the step from y to x would give a cycle through xy, contrary to assumption. In Lean, `bypass` removes the detours, and `Walk.cons_isCycle_iff` recognises the closed walk as a cycle.

Third, no other bond leaves S. Let ab be a bond with a in S and b outside. Some walk from x to a avoids xy. If ab were a different bond, appending the step from a to b would give a walk that still avoids xy, and b would belong to S. So ab and xy are the same bond. Since x is in S and b is not, b cannot be x, which leaves a = x and b = y. The appended step is `p.concat hab` in the code.

## From one bond to the whole graph

In `current_determined_iff`, suppose first that a cycle passes through xy. Its walk current and the zero current have the same divergences, but on this bond they are ±1 and 0. The divergences therefore do not determine J(x,y).

Conversely, suppose that no cycle passes through xy, and let J and K have equal divergences. If xy is a bond, the region S depends only on the graph and serves both currents:

J(x,y) = Σ_{z∈S} div J(z) = Σ_{z∈S} div K(z) = K(x,y).

If xy is not a bond, both values are zero. The line `by_cases hxy : G.Adj x y` separates these cases.

The global theorem follows. If the divergences always determine the current, a cycle is impossible, because `cycle_carries_current` would provide a nonzero current with the divergences of the zero current. If the graph is acyclic, the local criterion holds for every pair of sites, and `funext x y` turns equality at all pairs into J = K.
